# The first moment of charge on a stack of sheets as a sum of height steps times cumulative charge

Finitely many charged sheets, numbered 0 to N, have heights `z i` and charges per area `s i`, all arbitrary real numbers; the heights need not be in order, and the total charge need not vanish. The theorem `first_moment` takes the first moment of the charge, with signed distances measured downwards from sheet N, and equates it to a sum over k < N. Each term of that sum is the height difference `z (k + 1) - z k` times the total charge per area on sheets 0 to k. The attempt goes by induction on N, splitting the last term off sums on both sides so that the induction hypothesis can be used.

Lean 4 with Mathlib refuses this proof:

```lean
import Mathlib

open Real

namespace FirstMoment

noncomputable section

/-- The total charge per area on the sheets `0, …, k`. -/
def charge (s : ℕ → ℝ) (k : ℕ) : ℝ := ∑ i ∈ Finset.range (k + 1), s i

variable {z s : ℕ → ℝ} {N : ℕ} {Q : ℝ}

/-- The first moment of the charge, with distances measured downwards from sheet `N`, is the sum
over `k < N` of the height difference `z (k + 1) - z k` times the charge on the sheets `0, …, k`.
The heights may be in any order. -/
theorem first_moment (z s : ℕ → ℝ) (N : ℕ) :
    ∑ i ∈ Finset.range (N + 1), s i * (z N - z i)
      = ∑ k ∈ Finset.range N, (z (k + 1) - z k) * charge s k := by
  induction N with
  | zero => simp
  | succ N ih =>
    rw [Finset.sum_range_succ, Finset.sum_range_succ _ N, ← ih, sub_self, mul_zero, add_zero]
    unfold charge
    rw [Finset.mul_sum, ← Finset.sum_add_distrib]
    refine Finset.sum_congr rfl fun i _ => ?_
    ring

end

end FirstMoment
```

The compiler's answer:

```
Main.lean:23:58: error: Tactic `rewrite` failed: Did not find an occurrence of the pattern
  ∑ k ∈ Finset.range N, (z (k + 1) - z k) * charge s k
in the target expression
  ∑ x ∈ Finset.range N, s x * (z (N + 1) - z x) + s N * (z (N + 1) - z N) + s (N + 1) * (z (N + 1) - z (N + 1)) =
    ∑ k ∈ Finset.range (N + 1), (z (k + 1) - z k) * charge s k

case succ
z s : ℕ → ℝ
N : ℕ
ih : ∑ i ∈ Finset.range (N + 1), s i * (z N - z i) = ∑ k ∈ Finset.range N, (z (k + 1) - z k) * charge s k
⊢ ∑ x ∈ Finset.range N, s x * (z (N + 1) - z x) + s N * (z (N + 1) - z N) + s (N + 1) * (z (N + 1) - z (N + 1)) =
    ∑ k ∈ Finset.range (N + 1), (z (k + 1) - z k) * charge s k
```

As a diff, the version that Lean accepts:

```diff
@@ -21,5 +21,7 @@
   | zero => simp
   | succ N ih =>
-    rw [Finset.sum_range_succ, Finset.sum_range_succ _ N, ← ih, sub_self, mul_zero, add_zero]
+    rw [Finset.sum_range_succ,
+      Finset.sum_range_succ (fun k => (z (k + 1) - z k) * charge s k) N,
+      ← ih, sub_self, mul_zero, add_zero]
     unfold charge
     rw [Finset.mul_sum, ← Finset.sum_add_distrib]
```

Diagnosis. The message says that `← ih` found no sum over `Finset.range N` of height differences times `charge s k` to rewrite. The goal it prints shows why: the left side has been split twice, and the right side not at all.

The first `Finset.sum_range_succ` takes the last term off the left sum, which leaves a sum over `Finset.range (N + 1)` there. The right sum has the same range. The second rewrite, `Finset.sum_range_succ _ N`, fixes the range but leaves the summand open, so it matches the left sum first and splits that again.

The repair replaces the `_` with the summand of the right side, `fun k => (z (k + 1) - z k) * charge s k`. Now only the right sum fits, and splitting it produces the very sum that `← ih` looks for. The left sum also keeps its range `Finset.range (N + 1)`, the same as that of the sum `← ih` brings in and of the one inside `charge s N`, so the later steps can combine and compare them term by term. Spreading the `rw` over several lines is only layout.
